# The pair (xx − yy, −xy − yx) of a plane tensor rotates as a vector exactly when the angle is a multiple of 120°

From a real 2×2 tensor `T` in the plane one can form the pair (xx − yy, −xy − yx), called here its doublet part. The theorem says that, for a real angle θ, rotating any such tensor by θ turns its doublet part as the vector (x, y) is turned, for all tensors at once, if and only if cos 3θ = 1. For the forward direction the attempt tests the single tensor xx, which already fixes the angle. For the converse it factors the condition on cos θ, derives two trigonometric identities, and uses them to check the two components for a general tensor.

In Lean, a first try:

```lean
import Mathlib

open Matrix

namespace DoubletPartRotIff

noncomputable section

/-- The rotation of the plane by the angle `θ`. -/
def rot (θ : ℝ) : Matrix (Fin 2) (Fin 2) ℝ :=
  !![Real.cos θ, -Real.sin θ; Real.sin θ, Real.cos θ]

/-- The pair `(xx - yy, -xy - yx)` of combinations of the components of a plane tensor. -/
def doubletPart (T : Matrix (Fin 2) (Fin 2) ℝ) : Fin 2 → ℝ :=
  ![T 0 0 - T 1 1, -T 0 1 - T 1 0]

/-- Under a rotation by `θ` the doublet part of every tensor transforms like `(x, y)` exactly
when `cos 3θ = 1`. -/
theorem doubletPart_rot_iff (θ : ℝ) :
    (∀ T, doubletPart (rot θ * T * (rot θ)ᵀ) = rot θ *ᵥ doubletPart T) ↔
      Real.cos (3 * θ) = 1 := by
  have P := Real.sin_sq_add_cos_sq θ
  rw [Real.cos_three_mul]
  constructor
  · intro h
    -- the tensor xx alone already fixes the angle
    have h0 := congrFun (h !![1, 0; 0, 0]) 0
    simp [doubletPart, rot, Matrix.mul_apply, Matrix.mulVec, dotProduct,
      Fin.sum_univ_two] at h0
    linear_combination (2 * Real.cos θ + 1) * (h0 + P)
  · intro h
    have hf : (Real.cos θ - 1) * (2 * Real.cos θ + 1) ^ 2 = 0 := by linear_combination h
    have hAB : Real.cos θ ^ 2 - Real.sin θ ^ 2 = Real.cos θ ∧
        Real.sin θ * (2 * Real.cos θ + 1) = 0 := by
      rcases mul_eq_zero.mp hf with h' | h'
      · have hs : Real.sin θ ^ 2 = 0 := by linear_combination P - (Real.cos θ + 1) * h'
        have hs' : Real.sin θ = 0 := (pow_eq_zero_iff two_ne_zero).mp hs
        exact ⟨by linear_combination (2 * Real.cos θ + 1) * h' - P, by rw [hs', zero_mul]⟩
      · have h2 : 2 * Real.cos θ + 1 = 0 := (pow_eq_zero_iff two_ne_zero).mp h'
        exact ⟨by linear_combination (Real.cos θ - 1) * h2 - P, by rw [h2, mul_zero]⟩
    obtain ⟨hA, hB⟩ := hAB
    intro T
    ext i
    fin_cases i
    · simp [doubletPart, rot, Matrix.mul_apply, Matrix.mulVec, dotProduct, Fin.sum_univ_two]
      linear_combination (T 0 0 - T 1 1) * hA + (-T 0 1 - T 1 0) * hB
    · simp [doubletPart, rot, Matrix.mul_apply, Matrix.mulVec, dotProduct, Fin.sum_univ_two]
      linear_combination (-T 0 1 - T 1 0) * hA - (T 0 0 - T 1 1) * hB

end

end DoubletPartRotIff
```

The compiler's answer:

```
Main.lean:46:6: error: ring failed, ring expressions not equal
θ : ℝ
P : Real.sin θ ^ 2 + Real.cos θ ^ 2 = 1
h : 4 * Real.cos θ ^ 3 - 3 * Real.cos θ = 1
hf : (Real.cos θ - 1) * (2 * Real.cos θ + 1) ^ 2 = 0
hA : Real.cos θ ^ 2 - Real.sin θ ^ 2 = Real.cos θ
hB : Real.sin θ * (2 * Real.cos θ + 1) = 0
T : Matrix (Fin 2) (Fin 2) ℝ
⊢ (![Real.cos θ, -Real.sin θ] ᵥ* T) 0 * Real.cos θ + Real.cos θ * Real.sin θ * T 0 1 * 2 +
                    Real.cos θ * Real.sin θ * T 1 0 * 2 -
                  Real.cos θ * (![Real.sin θ, Real.cos θ] ᵥ* T) 1 -
                Real.cos θ ^ 2 * T 0 0 +
              Real.cos θ ^ 2 * T 1 1 -
            (![Real.cos θ, -Real.sin θ] ᵥ* T) 1 * Real.sin θ -
          Real.sin θ * (![Real.sin θ, Real.cos θ] ᵥ* T) 0 +
        Real.sin θ ^ 2 * T 0 0 -
      Real.sin θ ^ 2 * T 1 1 =
    0
Main.lean:48:6: error: ring failed, ring expressions not equal
θ : ℝ
P : Real.sin θ ^ 2 + Real.cos θ ^ 2 = 1
h : 4 * Real.cos θ ^ 3 - 3 * Real.cos θ = 1
hf : (Real.cos θ - 1) * (2 * Real.cos θ + 1) ^ 2 = 0
hA : Real.cos θ ^ 2 - Real.sin θ ^ 2 = Real.cos θ
hB : Real.sin θ * (2 * Real.cos θ + 1) = 0
T : Matrix (Fin 2) (Fin 2) ℝ
⊢ -((![Real.cos θ, -Real.sin θ] ᵥ* T) 1 * Real.cos θ) + Real.cos θ * Real.sin θ * T 0 0 * 2 -
                    Real.cos θ * Real.sin θ * T 1 1 * 2 -
                  Real.cos θ * (![Real.sin θ, Real.cos θ] ᵥ* T) 0 +
                Real.cos θ ^ 2 * T 0 1 +
              Real.cos θ ^ 2 * T 1 0 -
            (![Real.cos θ, -Real.sin θ] ᵥ* T) 0 * Real.sin θ +
          Real.sin θ * (![Real.sin θ, Real.cos θ] ᵥ* T) 1 -
        Real.sin θ ^ 2 * T 0 1 -
      Real.sin θ ^ 2 * T 1 0 =
    0
```

As a diff, the version that Lean accepts:

```diff
@@ -43,7 +43,11 @@
     ext i
     fin_cases i
-    · simp [doubletPart, rot, Matrix.mul_apply, Matrix.mulVec, dotProduct, Fin.sum_univ_two]
+    · simp only [doubletPart, Matrix.mul_apply, Matrix.transpose_apply, Matrix.mulVec,
+        dotProduct, Fin.sum_univ_two]
+      simp [rot]
       linear_combination (T 0 0 - T 1 1) * hA + (-T 0 1 - T 1 0) * hB
-    · simp [doubletPart, rot, Matrix.mul_apply, Matrix.mulVec, dotProduct, Fin.sum_univ_two]
+    · simp only [doubletPart, Matrix.mul_apply, Matrix.transpose_apply, Matrix.mulVec,
+        dotProduct, Fin.sum_univ_two]
+      simp [rot]
       linear_combination (-T 0 1 - T 1 0) * hA - (T 0 0 - T 1 1) * hB
 
```

Cause. Both errors are in the converse, one for each component, and have the same cause. "ring failed" means that `linear_combination` was left with an equation `ring` could not close. The goals still contain terms such as `(![Real.cos θ, -Real.sin θ] ᵥ* T) 0`, an entry of a row vector times `T`. Since `rot` was unfolded in the same `simp` call, the product `rot θ * T` became a matrix literal times `T`, and `simp` rewrote it row by row with `ᵥ*` before `Matrix.mul_apply` could turn it into sums of entries. Nothing in the call expands `ᵥ*` for a general `T`, and `ring` treats each such term as an unknown, unrelated to `T 0 0` and the other entries.

The repair splits the step. `simp only` first writes the products as sums of entries while `rot` is still folded, with `Matrix.transpose_apply` handling the transpose. Then `simp [rot]` puts in the cosines and sines. The goals now involve only the entries of `T`, and the unchanged `linear_combination` lines close them.
